# With Nonpositive Hopping, a Real Eigenstate Has at Most as Many Nodal Domains as There Are Levels up to Its Energy, Counted with Multiplicity

Take two sites, 0 and 1, with on-site energy zero and hopping matrix element $-t$, where $t>0$. The antibonding state $\psi=(1,-1)/\sqrt2$ has energy $t$ and two regions of constant sign, one on each site. Rescale the two regions independently, which gives $f=(c_0,-c_1)/\sqrt2$. Then

$$\langle f,Hf\rangle-t\,\langle f,f\rangle = t\,c_0c_1-\tfrac t2\,(c_0^2+c_1^2)=-\tfrac t2\,(c_0-c_1)^2\le 0 .$$

Every state in this two-dimensional space has mean energy at most $t$, so at least two levels must lie at or below $t$. Two sign regions have forced two levels.

## From sign regions to a count of levels

Let $H$ be a finite real symmetric matrix with $H_{ij}\le 0$ for $i\ne j$, and let $H\psi=E\psi$. Join distinct sites $i,j$ by a bond when $H_{ij}\ne0$. The nodal domains of $\psi$ are the connected components of the sites with $\psi_i>0$, together with those of the sites with $\psi_i<0$. The claim is that they number at most the eigenvalues of $H$ not exceeding $E$, counted with multiplicity.

**Energy of a reweighted state.** Give each site a real weight $c_i$ and set $f_i=c_i\psi_i$. Since $c_ic_j=\tfrac12\left(c_i^2+c_j^2-(c_i-c_j)^2\right)$, the energy $\langle f,Hf\rangle=\sum_{ij}H_{ij}\psi_i\psi_jc_ic_j$ splits into three sums. The eigenvalue equation gives

$$\sum_{ij}H_{ij}\psi_i\psi_jc_i^2=\sum_i c_i^2\psi_i\,(H\psi)_i=E\,\langle f,f\rangle ,$$

and by symmetry the sum with $c_j^2$ has the same value. Hence

$$\langle f,Hf\rangle-E\langle f,f\rangle=-\tfrac12\sum_{ij}H_{ij}\psi_i\psi_j(c_i-c_j)^2 .$$

**Signs.** Now let $c$ be constant on each nodal domain and zero where $\psi_i=0$. Terms with $i=j$ or $H_{ij}=0$ vanish. If a bond joins amplitudes of equal sign, both sites lie in one domain and $c_i=c_j$. Otherwise $\psi_i\psi_j\le0$ and $H_{ij}\le0$, so the term is nonnegative. Therefore $\langle f,Hf\rangle\le E\langle f,f\rangle$.

**Dimension.** Let $v_k$ be orthonormal eigenvectors with eigenvalues $\varepsilon_k$, and let $W$ be a space of states obeying this inequality. If $f\in W$ is orthogonal to every $v_k$ with $\varepsilon_k\le E$, then

$$0\ge\langle f,Hf\rangle-E\langle f,f\rangle=\sum_{\varepsilon_k>E}(\varepsilon_k-E)\langle v_k,f\rangle^2\ge0 ,$$

so all overlaps vanish and $f=0$. The low-lying overlaps thus determine $f$, and $\dim W$ is at most the number of levels up to $E$. Each domain contains a site with $\psi_i\neq0$, so different domain weights give different $f$, and the space of these $f$ has one dimension per domain. This proves the claim.

**Positive hopping.** The bound fails for symmetric matrices without a sign restriction. With $t<0$ in the dimer, $(1,-1)/\sqrt2$ is the ground state: it has two domains, but only one level lies at or below its energy.

## Bonds, domains and levels in Lean

The sites form a type `n`, which becomes finite where sums are needed.

```lean
import Mathlib

open Matrix

namespace DiscreteCourant

noncomputable section

variable {n : Type*}
```

`SimpleGraph.fromRel` discards loops, so on-site energies create no bonds.

```lean
/-- The hopping graph: two distinct sites are joined when a matrix element of `H` connects them. -/
def hoppingGraph (H : Matrix n n ℝ) : SimpleGraph n :=
  SimpleGraph.fromRel fun i j => H i j ≠ 0
```

The symbol `⊕` is a disjoint union: positive and negative components are counted separately.

```lean
/-- The nodal domains of `ψ`: connected components of the hopping graph induced on the sites
with `ψ > 0`, together with those induced on the sites with `ψ < 0`. -/
abbrev NodalDomain (H : Matrix n n ℝ) (ψ : n → ℝ) : Type _ :=
  ((hoppingGraph H).induce {i | 0 < ψ i}).ConnectedComponent ⊕
    ((hoppingGraph H).induce {i | ψ i < 0}).ConnectedComponent
```

`Nat.card` assigns zero to an infinite type, so finiteness is needed for the count to mean what it says.

```lean
/-- A state on finitely many sites has finitely many nodal domains. -/
instance finite_nodalDomain [Fintype n] (H : Matrix n n ℝ) (ψ : n → ℝ) :
    Finite (NodalDomain H ψ) := by
  have : Finite ((hoppingGraph H).induce {i | 0 < ψ i}).ConnectedComponent :=
    Finite.of_surjective (SimpleGraph.connectedComponentMk _) fun D => Quot.exists_rep D
  have : Finite ((hoppingGraph H).induce {i | ψ i < 0}).ConnectedComponent :=
    Finite.of_surjective (SimpleGraph.connectedComponentMk _) fun D => Quot.exists_rep D
  exact inferInstanceAs (Finite (_ ⊕ _))
```

Mathlib labels the eigenvalues by the same type `n` as the sites. The label `k` marks a level, not a location, and a degenerate eigenvalue appears under several labels.

```lean
/-- The levels of `H` with energy at most `E`, each listed as often as its multiplicity. -/
def levelsUpTo [Fintype n] [DecidableEq n] {H : Matrix n n ℝ} (hH : H.IsHermitian) (E : ℝ) :
    Finset n :=
  Finset.univ.filter fun k => hH.eigenvalues k ≤ E
```

The weight $c_i$ of the derivation is built from one number `c D` per domain.

```lean
/-- The site weight that takes the constant value `c D` on each nodal domain `D` and vanishes
on the nodes of `ψ`. -/
def domainWeight (H : Matrix n n ℝ) (ψ : n → ℝ) (c : NodalDomain H ψ → ℝ) (i : n) : ℝ :=
  if h : 0 < ψ i then c (Sum.inl (SimpleGraph.connectedComponentMk _ ⟨i, h⟩))
  else if h : ψ i < 0 then c (Sum.inr (SimpleGraph.connectedComponentMk _ ⟨i, h⟩))
  else 0
```

## The energy inequality

For real matrices `IsHermitian` means symmetric; `*ᵥ` applies a matrix to a vector and `⬝ᵥ` is the scalar product. In the next proof `hS` writes out the energy, `hA` uses the eigenvalue equation, `hB` uses symmetry and `hT` expands the square. `linear_combination` assembles them.

```lean
/-- For a real symmetric `H` with `H ψ = E ψ` and the reweighted state `f i = c i * ψ i`, the
difference `⟨f, H f⟩ - E ⟨f, f⟩` is minus half the sum of `H i j * ψ i * ψ j * (c i - c j) ^ 2` over
all `i` and `j`. -/
theorem reweighted_energy [Fintype n] {H : Matrix n n ℝ} (hH : H.IsHermitian)
    {ψ : n → ℝ} {E : ℝ}
    (hψ : H *ᵥ ψ = E • ψ) (c : n → ℝ) :
    (fun i => c i * ψ i) ⬝ᵥ H *ᵥ (fun i => c i * ψ i)
      - E * ((fun i => c i * ψ i) ⬝ᵥ (fun i => c i * ψ i))
      = -(1 / 2) * ∑ i, ∑ j, H i j * ψ i * ψ j * (c i - c j) ^ 2 := by
  have hsym : ∀ i j, H j i = H i j := fun i j => by simpa using hH.apply i j
  have hrow : ∀ i, ∑ j, H i j * ψ j = E * ψ i := fun i => by
    simpa [mulVec, dotProduct] using congrFun hψ i
  have hS : (fun i => c i * ψ i) ⬝ᵥ H *ᵥ (fun i => c i * ψ i)
      = ∑ i, ∑ j, H i j * ψ i * ψ j * (c i * c j) := by
    simp only [dotProduct, mulVec, Finset.mul_sum]
    exact Finset.sum_congr rfl fun i _ => Finset.sum_congr rfl fun j _ => by ring
  -- the eigenvalue equation turns the sum weighted by `c i ^ 2` into `E ⟨f, f⟩`
  have hA : ∑ i, ∑ j, H i j * ψ i * ψ j * c i ^ 2
      = E * ((fun i => c i * ψ i) ⬝ᵥ (fun i => c i * ψ i)) := by
    simp only [dotProduct, Finset.mul_sum]
    refine Finset.sum_congr rfl fun i _ => ?_
    calc ∑ j, H i j * ψ i * ψ j * c i ^ 2 = c i ^ 2 * ψ i * ∑ j, H i j * ψ j := by
          rw [Finset.mul_sum]
          exact Finset.sum_congr rfl fun j _ => by ring
      _ = E * (c i * ψ i * (c i * ψ i)) := by rw [hrow]; ring
  have hB : ∑ i, ∑ j, H i j * ψ i * ψ j * c j ^ 2
      = ∑ i, ∑ j, H i j * ψ i * ψ j * c i ^ 2 := by
    rw [Finset.sum_comm]
    exact Finset.sum_congr rfl fun i _ => Finset.sum_congr rfl fun j _ => by
      rw [hsym i j]; ring
  have hT : ∑ i, ∑ j, H i j * ψ i * ψ j * (c i - c j) ^ 2
      = ∑ i, ∑ j, H i j * ψ i * ψ j * c i ^ 2
        - 2 * ∑ i, ∑ j, H i j * ψ i * ψ j * (c i * c j)
        + ∑ i, ∑ j, H i j * ψ i * ψ j * c j ^ 2 := by
    simp only [Finset.mul_sum, ← Finset.sum_add_distrib, ← Finset.sum_sub_distrib]
    exact Finset.sum_congr rfl fun i _ => Finset.sum_congr rfl fun j _ => by ring
  linear_combination hS + (1 / 2) * hT + (1 / 2) * hB + hA
```

A bond between amplitudes of equal sign is an edge of one of the induced graphs, so its ends share a component.

```lean
/-- Two distinct sites joined by a hopping element and carrying amplitudes of the same sign lie
in one nodal domain, so they get the same domain weight. -/
theorem domainWeight_eq_of_bond {H : Matrix n n ℝ} {ψ : n → ℝ} (c : NodalDomain H ψ → ℝ)
    {i j : n} (hij : i ≠ j) (hb : H i j ≠ 0) (hs : 0 < ψ i * ψ j) :
    domainWeight H ψ c i = domainWeight H ψ c j := by
  have hadj : (hoppingGraph H).Adj i j :=
    (SimpleGraph.fromRel_adj _ _ _).2 ⟨hij, Or.inl hb⟩
  rcases mul_pos_iff.1 hs with ⟨hi, hj⟩ | ⟨hi, hj⟩
  · have h : ((hoppingGraph H).induce {i | 0 < ψ i}).Adj ⟨i, hi⟩ ⟨j, hj⟩ := hadj
    simp only [domainWeight, dif_pos hi, dif_pos hj]
    exact congrArg (fun D => c (Sum.inl D)) (SimpleGraph.ConnectedComponent.sound h.reachable)
  · have h : ((hoppingGraph H).induce {i | ψ i < 0}).Adj ⟨i, hi⟩ ⟨j, hj⟩ := hadj
    simp only [domainWeight, dif_neg (not_lt_of_gt hi), dif_neg (not_lt_of_gt hj),
      dif_pos hi, dif_pos hj]
    exact congrArg (fun D => c (Sum.inr D)) (SimpleGraph.ConnectedComponent.sound h.reachable)
```

The case distinctions below are those of the sign argument. The hypothesis `hoff` is the condition $H_{ij}\le0$: physically, equal signs across a bond never raise the energy.

```lean
/-- For a real symmetric `H` with nonpositive off-diagonal entries and `H ψ = E ψ`, rescaling `ψ`
by a constant on each nodal domain gives a state `f` with `⟨f, H f⟩ ≤ E ⟨f, f⟩`. -/
theorem domain_energy_le [Fintype n] {H : Matrix n n ℝ} (hH : H.IsHermitian)
    (hoff : ∀ i j, i ≠ j → H i j ≤ 0) {ψ : n → ℝ} {E : ℝ} (hψ : H *ᵥ ψ = E • ψ)
    (c : NodalDomain H ψ → ℝ) :
    (fun i => domainWeight H ψ c i * ψ i) ⬝ᵥ H *ᵥ (fun i => domainWeight H ψ c i * ψ i)
      ≤ E * ((fun i => domainWeight H ψ c i * ψ i) ⬝ᵥ
        (fun i => domainWeight H ψ c i * ψ i)) := by
  have hid := reweighted_energy hH hψ (domainWeight H ψ c)
  have hpos : 0 ≤ ∑ i, ∑ j, H i j * ψ i * ψ j *
      (domainWeight H ψ c i - domainWeight H ψ c j) ^ 2 := by
    refine Finset.sum_nonneg fun i _ => Finset.sum_nonneg fun j _ => ?_
    by_cases hij : i = j
    · simp [hij]
    by_cases hb : H i j = 0
    · simp [hb]
    rcases lt_or_ge 0 (ψ i * ψ j) with hs | hs
    · simp [domainWeight_eq_of_bond c hij hb hs]
    · rw [mul_assoc (H i j)]
      exact mul_nonneg (mul_nonneg_of_nonpos_of_nonpos (hoff i j hij) hs) (sq_nonneg _)
  linarith
```

## Counting dimensions through overlaps

Expansion in the eigenbasis is Parseval's identity.

```lean
variable [Fintype n] [DecidableEq n]

/-- The overlaps with the orthonormal eigenvectors of a real symmetric `H` reproduce the scalar
product. -/
theorem sum_overlaps {H : Matrix n n ℝ} (hH : H.IsHermitian) (x y : n → ℝ) :
    ∑ k, ((hH.eigenvectorBasis k).ofLp ⬝ᵥ x) * ((hH.eigenvectorBasis k).ofLp ⬝ᵥ y)
      = x ⬝ᵥ y := by
  have h := hH.eigenvectorBasis.sum_inner_mul_inner (WithLp.toLp 2 x) (WithLp.toLp 2 y)
  simp only [EuclideanSpace.inner_eq_star_dotProduct, star_trivial] at h
  rw [dotProduct_comm x y, ← h]
  exact Finset.sum_congr rfl fun k _ => by
    rw [dotProduct_comm (hH.eigenvectorBasis k).ofLp y]
```

The min-max principle is replaced here by `LinearMap.finrank_le_finrank_of_injective`: an injective linear map cannot lead into a space of smaller dimension. The map `T` sends a state in `W` to its overlaps with the levels up to `E`. Its target is the space of real functions on `levelsUpTo hH E`, whose dimension is the number of those levels. `LinearMap.ker_eq_bot'` reduces injectivity to showing that `T f = 0` implies `f = 0`, which is the orthogonality argument above.

```lean
/-- If `⟨f, H f⟩ ≤ E ⟨f, f⟩` for every `f` in a subspace, its dimension is at most the number of
levels of the real symmetric `H` with energy at most `E`. -/
theorem finrank_le_levels {H : Matrix n n ℝ} (hH : H.IsHermitian) (E : ℝ)
    (W : Submodule ℝ (n → ℝ)) (hW : ∀ f ∈ W, f ⬝ᵥ H *ᵥ f ≤ E * (f ⬝ᵥ f)) :
    Module.finrank ℝ W ≤ (levelsUpTo hH E).card := by
  -- record the overlaps with the low-lying levels
  let T : W →ₗ[ℝ] (levelsUpTo hH E → ℝ) :=
    { toFun := fun f k => (hH.eigenvectorBasis k.1).ofLp ⬝ᵥ f.1
      map_add' := fun f g => by
        funext k
        exact dotProduct_add _ _ _
      map_smul' := fun a f => by
        funext k
        exact dotProduct_smul _ _ _ }
  have hT : Function.Injective T := by
    refine LinearMap.ker_eq_bot.1 (LinearMap.ker_eq_bot'.2 fun f hf => ?_)
    have hlow : ∀ k, hH.eigenvalues k ≤ E → (hH.eigenvectorBasis k).ofLp ⬝ᵥ f.1 = 0 :=
      fun k hk => congrFun hf ⟨k, by simp [levelsUpTo, hk]⟩
    have htr : Hᵀ = H := by
      ext i j
      simpa using hH.apply i j
    have hHk : ∀ k, (hH.eigenvectorBasis k).ofLp ⬝ᵥ H *ᵥ f.1
        = hH.eigenvalues k * ((hH.eigenvectorBasis k).ofLp ⬝ᵥ f.1) := fun k => by
      have h : H *ᵥ (hH.eigenvectorBasis k).ofLp
          = hH.eigenvalues k • (hH.eigenvectorBasis k).ofLp := hH.mulVec_eigenvectorBasis k
      rw [Matrix.dotProduct_mulVec, ← Matrix.mulVec_transpose, htr, h, smul_dotProduct,
        smul_eq_mul]
    have hen := hW f.1 f.2
    rw [← sum_overlaps hH f.1 (H *ᵥ f.1), ← sum_overlaps hH f.1 f.1, Finset.mul_sum,
      ← sub_nonpos, ← Finset.sum_sub_distrib] at hen
    -- only levels above `E` contribute, so every overlap must vanish
    have hterm : ∀ k ∈ Finset.univ, 0 ≤
        ((hH.eigenvectorBasis k).ofLp ⬝ᵥ f.1) * ((hH.eigenvectorBasis k).ofLp ⬝ᵥ H *ᵥ f.1)
        - E * (((hH.eigenvectorBasis k).ofLp ⬝ᵥ f.1) *
          ((hH.eigenvectorBasis k).ofLp ⬝ᵥ f.1)) := fun k _ => by
      rw [hHk]
      rcases le_or_gt (hH.eigenvalues k) E with hk | hk
      · simp [hlow k hk]
      · nlinarith [mul_nonneg (sub_nonneg.2 hk.le)
          (mul_self_nonneg ((hH.eigenvectorBasis k).ofLp ⬝ᵥ f.1))]
    have hzero := (Finset.sum_eq_zero_iff_of_nonneg hterm).1
      (le_antisymm hen (Finset.sum_nonneg hterm))
    have hall : ∀ k, (hH.eigenvectorBasis k).ofLp ⬝ᵥ f.1 = 0 := fun k => by
      rcases le_or_gt (hH.eigenvalues k) E with hk | hk
      · exact hlow k hk
      · have h := hzero k (Finset.mem_univ k)
        rw [hHk] at h
        have h' : (hH.eigenvalues k - E) * (((hH.eigenvectorBasis k).ofLp ⬝ᵥ f.1) *
            ((hH.eigenvectorBasis k).ofLp ⬝ᵥ f.1)) = 0 := by linear_combination h
        exact mul_self_eq_zero.1 ((mul_eq_zero.1 h').resolve_left (sub_pos.2 hk).ne')
    have hff : f.1 ⬝ᵥ f.1 = 0 := by
      rw [← sum_overlaps hH f.1 f.1]
      simp [hall]
    exact Subtype.ext (dotProduct_self_eq_zero.1 hff)
  have h := LinearMap.finrank_le_finrank_of_injective hT
  rwa [Module.finrank_fintype_fun_eq_card, Fintype.card_coe] at h
```

## The bound and its nondegenerate form

The map `L` turns domain weights into trial states. It is injective because every component has a representative site with nonzero amplitude, and its range serves as `W`.

```lean
/-- Discrete Courant bound: for a real symmetric `H` with nonpositive off-diagonal entries and
`H ψ = E ψ`, the nodal domains of `ψ` number at most the eigenvalues of `H` not exceeding `E`,
counted with multiplicity. -/
theorem courant_bound {H : Matrix n n ℝ} (hH : H.IsHermitian)
    (hoff : ∀ i j, i ≠ j → H i j ≤ 0) {ψ : n → ℝ} {E : ℝ} (hψ : H *ᵥ ψ = E • ψ) :
    Nat.card (NodalDomain H ψ) ≤ (levelsUpTo hH E).card := by
  have := Fintype.ofFinite (NodalDomain H ψ)
  -- one independent trial state for each nodal domain
  let L : (NodalDomain H ψ → ℝ) →ₗ[ℝ] (n → ℝ) :=
    { toFun := fun c i => domainWeight H ψ c i * ψ i
      map_add' := fun c d => by
        funext i
        simp only [domainWeight, Pi.add_apply]
        split_ifs <;> ring
      map_smul' := fun a c => by
        funext i
        simp only [domainWeight, Pi.smul_apply, smul_eq_mul, RingHom.id_apply]
        split_ifs <;> ring }
  have hL : Function.Injective L := by
    refine LinearMap.ker_eq_bot.1 (LinearMap.ker_eq_bot'.2 fun c hc => ?_)
    have hi0 : ∀ i, domainWeight H ψ c i * ψ i = 0 := fun i => congrFun hc i
    funext D
    rcases D with D | D
    · obtain ⟨⟨i, hi⟩, rfl⟩ := Quot.exists_rep D
      have hi' : 0 < ψ i := hi
      have h := (mul_eq_zero.1 (hi0 i)).resolve_right hi'.ne'
      rw [domainWeight, dif_pos hi'] at h
      exact h
    · obtain ⟨⟨i, hi⟩, rfl⟩ := Quot.exists_rep D
      have hi' : ψ i < 0 := hi
      have h := (mul_eq_zero.1 (hi0 i)).resolve_right hi'.ne
      rw [domainWeight, dif_neg (not_lt_of_gt hi'), dif_pos hi'] at h
      exact h
  have h := finrank_le_levels hH E (LinearMap.range L) (by
    rintro f ⟨c, rfl⟩
    exact domain_energy_le hH hoff hψ c)
  rwa [LinearMap.finrank_range_of_inj hL, Module.finrank_fintype_fun_eq_card,
    ← Nat.card_eq_fintype_card] at h
```

Neither a connected graph nor $\psi\ne0$ is assumed; the zero vector has no domains. All copies of a degenerate $E$ enter the count, whereas Courant's theorem for a vibrating membrane numbers such a level by its lowest position. If the level is nondegenerate, only one label is added to those strictly below.

```lean
/-- For a real symmetric `H` with nonpositive off-diagonal entries, an eigenvector of a
nondegenerate level has at most one nodal domain more than there are levels strictly below. -/
theorem courant_nondegenerate {H : Matrix n n ℝ} (hH : H.IsHermitian)
    (hoff : ∀ i j, i ≠ j → H i j ≤ 0) {ψ : n → ℝ} (k : n)
    (hψ : H *ᵥ ψ = hH.eigenvalues k • ψ)
    (hk : ∀ l, hH.eigenvalues l = hH.eigenvalues k → l = k) :
    Nat.card (NodalDomain H ψ)
      ≤ (Finset.univ.filter fun l => hH.eigenvalues l < hH.eigenvalues k).card + 1 := by
  refine (courant_bound hH hoff hψ).trans
    ((Finset.card_le_card fun l hl => ?_).trans (Finset.card_insert_le k _))
  have hl' : hH.eigenvalues l ≤ hH.eigenvalues k := (Finset.mem_filter.1 hl).2
  rcases hl'.lt_or_eq with h | h
  · exact Finset.mem_insert_of_mem (Finset.mem_filter.2 ⟨Finset.mem_univ l, h⟩)
  · exact Finset.mem_insert.2 (Or.inl (hk l h))
```

In a finite, non-interacting Hückel model with real orbitals, the bound limits how many regions of constant coefficient sign a molecular orbital can have, given its place in the spectrum. It applies when the signs of the orthonormal basis orbitals can be chosen so that no hopping element is positive. The Hückel model of a planar conjugated molecule meets this condition: the p orbitals are oriented alike, and the resonance integral between bonded neighbours is negative.

## The dimer attains the bound

```lean
/-- The two-site Hamiltonian with zero on-site energies and hopping matrix element `-t`. -/
def dimer (t : ℝ) : Matrix (Fin 2) (Fin 2) ℝ := !![0, -t; -t, 0]
```

The code uses the unnormalised vector `![1, -1]`. Its two sites lie in different domains, so there are at least two domains; `courant_bound` then gives at least two levels, and a two-site matrix has no more. The case $t=0$ is included.

```lean
/-- The bound is attained: for `t ≥ 0` the state `(1, -1)` of the dimer has energy `t`, two nodal
domains, and exactly two levels with energy at most `t`. -/
theorem dimer_attains_bound {t : ℝ} (ht : 0 ≤ t) (hH : (dimer t).IsHermitian) :
    dimer t *ᵥ ![1, -1] = t • ![1, -1] ∧
      Nat.card (NodalDomain (dimer t) ![1, -1]) = 2 ∧ (levelsUpTo hH t).card = 2 := by
  have hψ : dimer t *ᵥ ![1, -1] = t • ![1, -1] := by
    ext i
    fin_cases i <;> simp [dimer, Matrix.mulVec, dotProduct, Fin.sum_univ_succ]
  have hoff : ∀ i j, i ≠ j → dimer t i j ≤ 0 := by
    intro i j hij
    fin_cases i <;> fin_cases j <;> simp_all [dimer]
  have hle := courant_bound hH hoff hψ
  have htop : (levelsUpTo hH t).card ≤ 2 := by
    simpa using Finset.card_le_univ (levelsUpTo hH t)
  -- the two sites carry opposite signs, hence lie in different domains
  have : Nontrivial (NodalDomain (dimer t) ![1, -1]) :=
    ⟨Sum.inl (SimpleGraph.connectedComponentMk _ ⟨0, by simp⟩),
      Sum.inr (SimpleGraph.connectedComponentMk _ ⟨1, by simp⟩), Sum.inl_ne_inr⟩
  have htwo : 1 < Nat.card (NodalDomain (dimer t) ![1, -1]) := Finite.one_lt_card
  exact ⟨hψ, by omega, by omega⟩

end

end DiscreteCourant
```

```lean
#print axioms DiscreteCourant.courant_nondegenerate
#print axioms DiscreteCourant.dimer_attains_bound
```

```
'DiscreteCourant.courant_nondegenerate' depends on axioms: [propext, Classical.choice, Quot.sound]
'DiscreteCourant.dimer_attains_bound' depends on axioms: [propext, Classical.choice, Quot.sound]
```
